# For a continuous matrix generator, the second Dyson term is half the squared first Magnus term plus the second Magnus term

Let a system evolve for one unit of time under a constant matrix $X$, then for another under $Y$. The propagator is $e^Y e^X$, and its part of degree two in $X,Y$ is

$$\tfrac12X^2+YX+\tfrac12Y^2=\tfrac12(X+Y)^2+\tfrac12[Y,X],\qquad [P,Q]=PQ-QP.$$

Time ordering supplies $YX$ without $XY$. The symmetric half of that product completes the square $\tfrac12(X+Y)^2$, and the antisymmetric half is the commutator term.

For a continuous generator $A(s)$, the propagator obeys $U'=AU$, $U(0)=1$; in Schrödinger evolution $A=-iH/\hbar$. The Dyson series writes $U=1+F+D+\cdots$ and the Magnus series writes $U=\exp(F+M+\cdots)$, where $F$ is of first order in $A$ and $D$ and $M$ are of second order. Agreement at second order therefore means $D=\tfrac12F^2+M$, and the same splitting proves it. The theorems below concern the individual terms, not convergence of either series.

```lean
import Mathlib

open MeasureTheory

namespace DysonMagnusSecondOrder

noncomputable section

variable {𝔸 : Type*} [NormedRing 𝔸] [NormedAlgebra ℝ 𝔸]
```

The symbol `𝔸` stands for a real normed algebra with unit, whose elements need not commute. Matrices and bounded operators on a Hilbert space are examples; unbounded Hamiltonians are not covered.

```lean
/-- The first Magnus term `F(t)`, the integral of the generator `A` over `[0, t]`. -/
def firstMagnus (A : ℝ → 𝔸) (t : ℝ) : 𝔸 := ∫ s in (0 : ℝ)..t, A s
```

This is $F(t)=\int_0^t A(s)\,ds$. The time $t$ is any real number, and for negative $t$ the integral is oriented as usual.

```lean
/-- The second Dyson term, the integral of `A(s) F(s)` over `[0, t]`. -/
def secondDyson (A : ℝ → 𝔸) (t : ℝ) : 𝔸 :=
  ∫ s in (0 : ℝ)..t, A s * firstMagnus A s
```

This is $D(t)=\int_0^t A(s)F(s)\,ds$, with the later generator on the left when $t>0$.

```lean
/-- The second Magnus term, one half of the integral of the commutator `[A(s), F(s)]`
over `[0, t]`. -/
def secondMagnus (A : ℝ → 𝔸) (t : ℝ) : 𝔸 :=
  (1 / 2 : ℝ) • ∫ s in (0 : ℝ)..t, (A s * firstMagnus A s - firstMagnus A s * A s)
```

This is $M(t)=\frac12\int_0^t[A(s),F(s)]\,ds$. The symbol `•` multiplies an algebra element by a real number.

```lean
variable [CompleteSpace 𝔸]

/-- For a continuous generator, the first Magnus term has time derivative `A(t)`. -/
theorem hasDerivAt_firstMagnus {A : ℝ → 𝔸} (hA : Continuous A) (t : ℝ) :
    HasDerivAt (firstMagnus A) (A t) t :=
  (hA.integral_hasStrictDerivAt 0 t).hasDerivAt
```

From here on the algebra is complete, as matrices and bounded operators are. The hypothesis `hA` says that $A$ is continuous in norm, and the fundamental theorem of calculus gives $F'(t)=A(t)$. `HasDerivAt` states that the derivative exists and names its value.

```lean
/-- For a continuous generator, the first Magnus term is continuous in time. -/
theorem continuous_firstMagnus {A : ℝ → 𝔸} (hA : Continuous A) :
    Continuous (firstMagnus A) :=
  continuous_iff_continuousAt.2 fun t => (hasDerivAt_firstMagnus hA t).continuousAt
```

Being differentiable, $F$ is continuous. Hence $AF$ and $FA$ are continuous and can be integrated.

```lean
/-- For a continuous generator, the second Dyson term is the iterated integral of `A(s) A(r)`, with
`r` running from `0` to `s` and `s` from `0` to `t`. -/
theorem secondDyson_eq_timeOrdered {A : ℝ → 𝔸} (hA : Continuous A) (t : ℝ) :
    secondDyson A t = ∫ s in (0 : ℝ)..t, ∫ r in (0 : ℝ)..s, A s * A r :=
  intervalIntegral.integral_congr fun s _ =>
    ((ContinuousLinearMap.mul ℝ 𝔸 (A s)).intervalIntegral_comp_comm
      (hA.intervalIntegrable 0 s)).symm
```

For fixed $s$, the factor $A(s)$ does not depend on $r$, so

$$\int_0^s A(s)A(r)\,dr=A(s)F(s).$$

Integrating over $s$ gives the familiar double integral for $D(t)$, which is time-ordered when $t>0$. Lean treats left multiplication by $A(s)$ as a continuous linear map and moves it through the integral.

```lean
/-- For a continuous generator, the anticommutator of `A(s)` and `F(s)` integrates
to `F(t)²`. -/
theorem integral_anticommutator {A : ℝ → 𝔸} (hA : Continuous A) (t : ℝ) :
    ∫ s in (0 : ℝ)..t, (A s * firstMagnus A s + firstMagnus A s * A s)
      = firstMagnus A t ^ 2 := by
  have hF := continuous_firstMagnus hA
  -- the product rule, with the order of the factors kept
  have hd : ∀ s ∈ Set.uIcc (0 : ℝ) t,
      HasDerivAt (fun u => firstMagnus A u * firstMagnus A u)
        (A s * firstMagnus A s + firstMagnus A s * A s) s := fun s _ =>
    (hasDerivAt_firstMagnus hA s).fun_mul (hasDerivAt_firstMagnus hA s)
  have h0 : firstMagnus A 0 = 0 := intervalIntegral.integral_same
  rw [intervalIntegral.integral_eq_sub_of_hasDerivAt hd
    (((hA.mul hF).add (hF.mul hA)).intervalIntegrable 0 t), h0, mul_zero, sub_zero, pow_two]
```

The product rule, with the factors kept in order, gives

$$(F^2)'=F'F+FF'=AF+FA.$$

Since $F(0)=0$, integration from $0$ to $t$ yields $\int_0^t(AF+FA)\,ds=F(t)^2$. In the proof, `hd` is the product rule and `h0` the initial value.

```lean
/-- For a continuous generator, the second Dyson term is `F(t)²/2` plus the second
Magnus term. -/
theorem secondDyson_eq {A : ℝ → 𝔸} (hA : Continuous A) (t : ℝ) :
    secondDyson A t = (1 / 2 : ℝ) • firstMagnus A t ^ 2 + secondMagnus A t := by
  have hF := continuous_firstMagnus hA
  have h1 : IntervalIntegrable (fun s => A s * firstMagnus A s) volume 0 t :=
    (hA.mul hF).intervalIntegrable 0 t
  have h2 : IntervalIntegrable (fun s => firstMagnus A s * A s) volume 0 t :=
    (hF.mul hA).intervalIntegrable 0 t
  -- half the anticommutator plus half the commutator
  rw [← integral_anticommutator hA t, secondDyson, secondMagnus,
    intervalIntegral.integral_add h1 h2, intervalIntegral.integral_sub h1 h2]
  module
```

This is the main identity. Write

$$AF=\tfrac12(AF+FA)+\tfrac12[A,F]$$

and integrate. The first part gives $F(t)^2/2$ by the previous theorem, and the second is $M(t)$ by definition:

$$D(t)=\tfrac12F(t)^2+M(t).$$

Lean replaces $F(t)^2$ by the anticommutator integral and separates the integrals of $AF$ and $FA$; `module` then checks the remaining linear algebra.

With the factors reversed, the same splitting gives $\int_0^t F(s)A(s)\,ds=\frac12F(t)^2-M(t)$, a companion identity that the file does not state.

```lean
open scoped Matrix.Norms.Operator in
/-- For a continuous `n` by `n` complex matrix generator, the second Dyson term is
`F(t)²/2` plus the second Magnus term. -/
theorem secondDyson_eq_matrix {n : Type*} [Fintype n] [DecidableEq n]
    {A : ℝ → Matrix n n ℂ} (hA : Continuous A) (t : ℝ) :
    secondDyson A t = (1 / 2 : ℝ) • firstMagnus A t ^ 2 + secondMagnus A t := by
  have : CompleteSpace (Matrix n n ℂ) := FiniteDimensional.complete ℝ _
  exact secondDyson_eq hA t
```

Here `Matrix n n ℂ` is the space of complex matrices indexed by a finite set `n`. The opened scope supplies a norm; in finite dimension its choice affects neither continuity nor the integrals.

```lean
/-- For a continuous generator, the second Dyson term equals `F(t)²/2` at all times
exactly when `A(t)` commutes with `F(t)` at all times. -/
theorem secondDyson_eq_half_sq_iff {A : ℝ → 𝔸} (hA : Continuous A) :
    (∀ t, secondDyson A t = (1 / 2 : ℝ) • firstMagnus A t ^ 2) ↔
      ∀ t, A t * firstMagnus A t = firstMagnus A t * A t := by
  constructor
  · intro h t
    have hF := hasDerivAt_firstMagnus hA t
    -- differentiate both sides of the assumed identity
    have h1 : HasDerivAt (secondDyson A) (A t * firstMagnus A t) t :=
      ((hA.mul (continuous_firstMagnus hA)).integral_hasStrictDerivAt 0 t).hasDerivAt
    have h2 : HasDerivAt (fun u => (1 / 2 : ℝ) • (firstMagnus A u * firstMagnus A u))
        ((1 / 2 : ℝ) • (A t * firstMagnus A t + firstMagnus A t * A t)) t :=
      (hF.fun_mul hF).const_smul (1 / 2 : ℝ)
    have he : secondDyson A = fun u => (1 / 2 : ℝ) • (firstMagnus A u * firstMagnus A u) := by
      funext u
      rw [h u, pow_two]
    rw [he] at h1
    have h3 := h1.unique h2
    linear_combination (norm := module) (2 : ℝ) • h3
  · intro h t
    have h0 : ∀ s, A s * firstMagnus A s - firstMagnus A s * A s = 0 :=
      fun s => sub_eq_zero.2 (h s)
    have hM : secondMagnus A t = 0 := by
      simp only [secondMagnus, h0, intervalIntegral.integral_zero, smul_zero]
    rw [secondDyson_eq hA t, hM, add_zero]
```

If $A(t)$ and $F(t)$ always commute, the integrand of $M$ vanishes and $D=F^2/2$. Conversely, differentiating $D=F^2/2$ gives

$$AF=\tfrac12(AF+FA),$$

hence $AF=FA$. The identity $D=F^2/2$ is assumed at all times, which is what permits the differentiation.

```lean
/-- For a continuous skew-adjoint generator, the second Magnus term is skew-adjoint, and
the second Dyson term plus its adjoint equals `F(t)²`. -/
theorem skewAdjoint_generator [StarRing 𝔸] [ContinuousStar 𝔸] [StarModule ℝ 𝔸]
    {A : ℝ → 𝔸} (hA : Continuous A) (hskew : ∀ s, star (A s) = -A s) (t : ℝ) :
    star (secondMagnus A t) = -secondMagnus A t ∧
      secondDyson A t + star (secondDyson A t) = firstMagnus A t ^ 2 := by
  have hF := continuous_firstMagnus hA
  -- an integral of skew-adjoint elements is skew-adjoint
  have key : ∀ f : ℝ → 𝔸, Continuous f → (∀ s, star (f s) = -f s) → ∀ u : ℝ,
      star (∫ s in (0 : ℝ)..u, f s) = -∫ s in (0 : ℝ)..u, f s := by
    intro f hf hs u
    have h : ∫ s in (0 : ℝ)..u, star (f s) = star (∫ s in (0 : ℝ)..u, f s) :=
      (starL' ℝ : 𝔸 ≃L[ℝ] 𝔸).toContinuousLinearMap.intervalIntegral_comp_comm
        (hf.intervalIntegrable 0 u)
    rw [← h, ← intervalIntegral.integral_neg]
    exact intervalIntegral.integral_congr fun s _ => hs s
  have hFs : ∀ u, star (firstMagnus A u) = -firstMagnus A u := key A hA hskew
  -- the commutator of skew-adjoint elements is skew-adjoint
  have hs : ∀ s, star (A s * firstMagnus A s - firstMagnus A s * A s)
      = -(A s * firstMagnus A s - firstMagnus A s * A s) := by
    intro s
    rw [star_sub, star_mul, star_mul, hskew, hFs, neg_mul_neg, neg_mul_neg, neg_sub]
  have hC : star (∫ s in (0 : ℝ)..t, (A s * firstMagnus A s - firstMagnus A s * A s))
      = -∫ s in (0 : ℝ)..t, (A s * firstMagnus A s - firstMagnus A s * A s) :=
    key (fun s => A s * firstMagnus A s - firstMagnus A s * A s)
      ((hA.mul hF).sub (hF.mul hA)) hs t
  have hM : star (secondMagnus A t) = -secondMagnus A t := by
    rw [secondMagnus, star_smul, star_trivial, hC, smul_neg]
  refine ⟨hM, ?_⟩
  rw [secondDyson_eq hA t, star_add, hM, star_smul, star_trivial, star_pow, hFs, neg_sq]
  module
```

Here `star` is the adjoint $\dagger$, assumed continuous and compatible with real scaling. The hypothesis `hskew` says $A^\dagger=-A$, which holds for $-iH/\hbar$ with $H$ bounded and self-adjoint. Integration gives $F^\dagger=-F$, so

$$[A,F]^\dagger=[F^\dagger,A^\dagger]=[F,A]=-[A,F],$$

and therefore $M^\dagger=-M$. Since $(F^2)^\dagger=(-F)^2=F^2$, adding the main identity to its adjoint cancels $M$ and leaves $D+D^\dagger=F^2$. This is the second-order part of $U^\dagger U=1$.

```lean
/-- For the linear ramp `A(s) = X + s Y`, the second Magnus term is
`-(t³/12) [X, Y]`. -/
theorem secondMagnus_linearRamp (X Y : 𝔸) (t : ℝ) :
    secondMagnus (fun s : ℝ => X + s • Y) t = (-(t ^ 3 / 12)) • (X * Y - Y * X) := by
  have hF : ∀ s : ℝ, firstMagnus (fun s : ℝ => X + s • Y) s
      = s • X + (s ^ 2 / 2) • Y := by
    intro s
    have hY : Continuous fun r : ℝ => r • Y := by fun_prop
    rw [firstMagnus, intervalIntegral.integral_add
      (continuous_const.intervalIntegrable 0 s) (hY.intervalIntegrable 0 s),
      intervalIntegral.integral_const, intervalIntegral.integral_smul_const, integral_id]
    module
  -- the commutator `[A(s), F(s)]` is `-s²/2` times `[X, Y]`
  have hc : ∀ s : ℝ, (X + s • Y) * (s • X + (s ^ 2 / 2) • Y)
      - (s • X + (s ^ 2 / 2) • Y) * (X + s • Y)
      = s ^ 2 • ((-(1 / 2) : ℝ) • (X * Y - Y * X)) := by
    intro s
    simp only [add_mul, mul_add, smul_mul_assoc, mul_smul_comm]
    module
  have hp : ∫ s in (0 : ℝ)..t, s ^ 2 = t ^ 3 / 3 := by
    rw [integral_pow]
    norm_num
  simp only [secondMagnus, hF, hc]
  rw [intervalIntegral.integral_smul_const, hp]
  module

end

end DysonMagnusSecondOrder
```

For $A(s)=X+sY$, integration gives $F(s)=sX+\frac{s^2}{2}Y$, so

$$[A(s),F(s)]=\tfrac{s^2}{2}[X,Y]+s^2[Y,X]=-\tfrac{s^2}{2}[X,Y].$$

Half the integral is $M(t)=-\frac{t^3}{12}[X,Y]$. Lean computes `hF`, `hc` and `hp` in this order: $F$, the commutator, and $\int_0^t s^2\,ds=t^3/3$.

In simulation, a time step that exponentiates the midpoint generator uses $tA(t/2)=F(t)$ for this linear ramp, and so leaves out this commutator term together with all higher Magnus terms.

```lean
#print axioms DysonMagnusSecondOrder.secondDyson_eq_matrix
-- 'DysonMagnusSecondOrder.secondDyson_eq_matrix' depends on axioms: [propext, Classical.choice, Quot.sound]
#print axioms DysonMagnusSecondOrder.secondDyson_eq_half_sq_iff
-- 'DysonMagnusSecondOrder.secondDyson_eq_half_sq_iff' depends on axioms: [propext, Classical.choice, Quot.sound]
#print axioms DysonMagnusSecondOrder.skewAdjoint_generator
-- 'DysonMagnusSecondOrder.skewAdjoint_generator' depends on axioms: [propext, Classical.choice, Quot.sound]
#print axioms DysonMagnusSecondOrder.secondMagnus_linearRamp
-- 'DysonMagnusSecondOrder.secondMagnus_linearRamp' depends on axioms: [propext, Classical.choice, Quot.sound]
```
